# With a fixed positive shift, ADI converges to the unique solution of AX + XB = C for Hermitian positive definite A and B

**Q.** When I compute the first-order response of the occupied orbitals to a static perturbation, I can avoid diagonalising the Hamiltonian within the occupied and virtual spaces by solving

$$H_{vv}X - XH_{oo} = -V_{vo}.$$

Here $H_{vv}$ and $H_{oo}$ are the virtual and occupied blocks of a fixed Hamiltonian that does not couple the two spaces, $V_{vo}$ is the perturbation between them, and $X$ holds the mixing coefficients. An alternating-direction implicit (ADI) iteration does this with shifted linear solves. What guarantees that it reaches the right $X$?

**A.** A gap does, for non-interacting electrons in a finite orthonormal basis. Choose an energy $\mu$ above all occupied and below all virtual levels, and set $A = H_{vv}-\mu I$, $B = \mu I - H_{oo}$, $C = -V_{vo}$. The equation becomes $AX + XB = C$ with $A$ and $B$ Hermitian positive definite. For a fixed shift $p>0$, one sweep takes $X_k$ to $X_{k+1}$ through an intermediate matrix $Y$:

$$(A+pI)Y = C - X_k(B-pI),\qquad X_{k+1}(B+pI) = C-(A-pI)Y.$$

The Lean theorems start from $A$, $B$ and $C$; matching these to orbital blocks is the algebra just given.

**Q.** Show me the convergence in ordinary mathematics first.

**A.** Let $X$ be a solution. Adding or subtracting $pX$ in $AX+XB=C$ gives

$$(A+pI)X = C-X(B-pI),\qquad X(B+pI)=C-(A-pI)X.$$

Subtract these from the two solves. With $E_k=X_k-X$ and $F=Y-X$,

$$(A+pI)F=-E_k(B-pI),\qquad E_{k+1}(B+pI)=-(A-pI)F.$$

Take eigenvectors $Au=au$ and $Bw=bw$. Since $A$ is Hermitian and $a$ is real, $u^\dagger A=au^\dagger$. Write $e_k=u^\dagger E_kw$ and $f=u^\dagger Fw$. Then

$$(a+p)f=-(b-p)e_k,\qquad (b+p)e_{k+1}=-(a-p)f,$$

and eliminating $f$ gives

$$e_{k+1}=r\,e_k,\qquad r=\frac{(a-p)(b-p)}{(a+p)(b+p)}.$$

For $x>0$ we have $-(x+p)<x-p<x+p$, so $|(x-p)/(x+p)|<1$. Both factors of $r$ have this form, hence $|r|<1$ and $e_k=r^ke_0\to0$.

Now put orthonormal eigenvectors of $A$ and $B$ into the columns of unitary matrices $U$ and $W$. Every entry of $U^\dagger E_kW$ is such an amplitude, so this matrix tends to zero, and so does $E_k=U(U^\dagger E_kW)W^\dagger$.

**Q.** You assumed that a solution exists.

**A.** So far, yes. But two solutions for the same $C$ would both be limits of the same sequence, so they are equal. The linear map $X\mapsto AX+XB$ is therefore injective, and on a finite-dimensional space it is then surjective. That supplies a solution for every $C$.

**Q.** Now the formal version. What are the matrices there?

**A.** They are complex, with finite index types `m` for rows and `n` for columns. In the response problem `m` labels virtual and `n` occupied orbitals, and the two numbers may differ.

```lean
import Mathlib

open Matrix Filter Topology
open scoped ComplexOrder

namespace ADIIteration

noncomputable section

variable {m n : Type*} [Fintype m] [DecidableEq m] [Fintype n] [DecidableEq n]
```

The first solve is written with an inverse. The real shift `p` is converted to a complex number and multiplies the identity `1`.

```lean
/-- The first ADI solve: the matrix `Y` with `(A + pI) Y = C - X (B - pI)`,
for invertible `A + pI`. -/
def halfStep (A : Matrix m m ℂ) (B : Matrix n n ℂ) (C : Matrix m n ℂ) (p : ℝ)
    (X : Matrix m n ℂ) : Matrix m n ℂ :=
  (A + (p : ℂ) • 1)⁻¹ * (C - X * (B - (p : ℂ) • 1))
```

The second solve uses that result and returns the next iterate.

```lean
/-- One full ADI sweep: the matrix `X'` with `X' (B + pI) = C - (A - pI) Y`, where `Y` is
the result of the first solve, for invertible `A + pI` and `B + pI`. -/
def adiStep (A : Matrix m m ℂ) (B : Matrix n n ℂ) (C : Matrix m n ℂ) (p : ℝ)
    (X : Matrix m n ℂ) : Matrix m n ℂ :=
  (C - (A - (p : ℂ) • 1) * halfStep A B C p X) * (B + (p : ℂ) • 1)⁻¹
```

**Q.** And the mode amplitudes?

**A.** `modeAmp u w E` is $u^\dagger Ew$, with `star u` as the conjugated vector. The vectors need not be normalised; for nonzero $u$ and $w$, the amplitude between unit vectors is this number divided by $\|u\|\,\|w\|$. The ratio between sweeps is the same either way.

```lean
/-- The amplitude `u† E w` of a matrix `E` on the pair of vectors `u`, `w`. -/
def modeAmp (u : m → ℂ) (w : n → ℂ) (E : Matrix m n ℂ) : ℂ :=
  star u ⬝ᵥ (E *ᵥ w)
```

The factor $r$ is called `modeFactor`.

```lean
/-- The ADI damping factor of the mode with eigenvalues `a` and `b` at shift `p`,
for `a + p` and `b + p` nonzero. -/
def modeFactor (p a b : ℝ) : ℝ := (a - p) / (a + p) * ((b - p) / (b + p))
```

**Q.** Lean assigns a value even to the inverse of a singular matrix. How do I know that `adiStep` really solves my equations?

**A.** The shifted matrices are proved invertible. If $A+pI$ were singular, it would have a nonzero null vector $v$, and then $0=v^\dagger Av+p\,v^\dagger v$. The first term is positive and the second is nonnegative, which is a contradiction. The code takes real parts and leaves the final inequality to `nlinarith`.

```lean
/-- A positive definite matrix shifted by `p > 0` is invertible. -/
theorem isUnit_det_shift {A : Matrix m m ℂ} (hA : A.PosDef) {p : ℝ} (hp : 0 < p) :
    IsUnit (A + (p : ℂ) • (1 : Matrix m m ℂ)).det := by
  rw [isUnit_iff_ne_zero]
  intro h
  obtain ⟨v, hv, h0⟩ := Matrix.exists_mulVec_eq_zero_iff.mpr h
  -- a null vector would have zero expectation value
  have h1 := (Complex.lt_def.mp (hA.dotProduct_mulVec_pos hv)).1
  have h2 := (Complex.le_def.mp (dotProduct_star_self_nonneg v)).1
  have h3 := congrArg (fun x => (star v ⬝ᵥ x).re) h0
  simp only [Matrix.add_mulVec, Matrix.smul_mulVec, Matrix.one_mulVec, dotProduct_add,
    dotProduct_smul, smul_eq_mul, Complex.add_re, Complex.re_ofReal_mul, dotProduct_zero,
    Complex.zero_re] at h1 h2 h3
  nlinarith [mul_nonneg hp.le h2]
```

With that, each inverse cancels against its matrix, and both linear equations hold exactly as you would code them.

```lean
/-- For positive definite `A`, `B` and `p > 0`, the sweep satisfies both alternating
linear equations. -/
theorem adiStep_solves {A : Matrix m m ℂ} {B : Matrix n n ℂ} (hA : A.PosDef) (hB : B.PosDef)
    {p : ℝ} (hp : 0 < p) (C X : Matrix m n ℂ) :
    (A + (p : ℂ) • 1) * halfStep A B C p X = C - X * (B - (p : ℂ) • 1) ∧
    adiStep A B C p X * (B + (p : ℂ) • 1) = C - (A - (p : ℂ) • 1) * halfStep A B C p X := by
  constructor
  · rw [halfStep, ← Matrix.mul_assoc, Matrix.mul_nonsing_inv _ (isUnit_det_shift hA hp),
      Matrix.one_mul]
  · rw [adiStep, Matrix.mul_assoc, Matrix.nonsing_inv_mul _ (isUnit_det_shift hB hp),
      Matrix.mul_one]
```

**Q.** Does the formal argument follow the error equations you wrote?

**A.** It reaches the same recursion in a slightly different order. The facts `hl` and `hr` say that multiplying by $A$ on the left or by $B$ on the right multiplies the amplitude by $a$ or $b$. The proof is an induction on the number of sweeps `k`. In the induction step the current iterate is called `Z`, and three equations are projected on the mode: the exact equation (`e0`), the first solve (`e1`) and the second solve (`e2`).

Let $x,z,y,z',c$ be the amplitudes of the solution, the current iterate, the intermediate matrix, the next iterate and $C$. The three equations read

$$(a+b)x=c,\quad (a+p)y=c-(b-p)z,\quad (b+p)z'=c-(a-p)y.$$

Multiply the third by $a+p$, subtract $a-p$ times the second, and subtract $2p$ times the first. Both $y$ and $c$ disappear. Because $(a+p)(b+p)-(a-p)(b-p)=2p(a+b)$, what remains is

$$(a+p)(b+p)(z'-x)=(a-p)(b-p)(z-x).$$

The closing `linear_combination` uses exactly these coefficients.

```lean
/-- For positive definite `A`, `B` and `p > 0`, let `u` and `w` be eigenvectors of `A` and `B` with
positive eigenvalues `a` and `b`, and let `X` solve `A X + X B = C`. After `k` sweeps the amplitude
of the error (the iterate minus `X`) on this pair is the initial one times the `k`-th power of the
damping factor. -/
theorem modeAmp_error {A : Matrix m m ℂ} {B : Matrix n n ℂ} (hA : A.PosDef) (hB : B.PosDef)
    {p : ℝ} (hp : 0 < p) {C X : Matrix m n ℂ} (hX : A * X + X * B = C)
    {u : m → ℂ} {w : n → ℂ} {a b : ℝ} (ha : 0 < a) (hb : 0 < b)
    (hu : A *ᵥ u = (a : ℂ) • u) (hw : B *ᵥ w = (b : ℂ) • w) (X₀ : Matrix m n ℂ) (k : ℕ) :
    modeAmp u w ((adiStep A B C p)^[k] X₀ - X) =
      (modeFactor p a b : ℂ) ^ k * modeAmp u w (X₀ - X) := by
  have hu' : star u ᵥ* A = (a : ℂ) • star u := by
    have h := congrArg star hu
    rw [Matrix.star_mulVec, hA.isHermitian.eq] at h
    rw [h, star_smul, Complex.star_def, Complex.conj_ofReal]
  have hl : ∀ M : Matrix m n ℂ, modeAmp u w (A * M) = a * modeAmp u w M := by
    intro M
    rw [modeAmp, ← Matrix.mulVec_mulVec, Matrix.dotProduct_mulVec, hu', smul_dotProduct,
      smul_eq_mul, modeAmp]
  have hr : ∀ M : Matrix m n ℂ, modeAmp u w (M * B) = b * modeAmp u w M := by
    intro M
    rw [modeAmp, ← Matrix.mulVec_mulVec, hw, Matrix.mulVec_smul, dotProduct_smul,
      smul_eq_mul, modeAmp]
  have hadd : ∀ M N : Matrix m n ℂ, modeAmp u w (M + N) = modeAmp u w M + modeAmp u w N := by
    intro M N
    simp only [modeAmp, Matrix.add_mulVec, dotProduct_add]
  have hsub : ∀ M N : Matrix m n ℂ, modeAmp u w (M - N) = modeAmp u w M - modeAmp u w N := by
    intro M N
    simp only [modeAmp, Matrix.sub_mulVec, dotProduct_sub]
  have hsmul : ∀ M : Matrix m n ℂ, modeAmp u w ((p : ℂ) • M) = p * modeAmp u w M := by
    intro M
    simp only [modeAmp, Matrix.smul_mulVec, dotProduct_smul, smul_eq_mul]
  have hap : (a : ℂ) + p ≠ 0 := by exact_mod_cast (add_pos ha hp).ne'
  have hbp : (b : ℂ) + p ≠ 0 := by exact_mod_cast (add_pos hb hp).ne'
  induction k with
  | zero => simp
  | succ k ih =>
    rw [Function.iterate_succ_apply', pow_succ', mul_assoc, ← ih]
    generalize (adiStep A B C p)^[k] X₀ = Z
    -- project the two solves and the exact equation on the mode
    obtain ⟨h1, h2⟩ := adiStep_solves hA hB hp C Z
    simp only [Matrix.add_mul, Matrix.mul_add, Matrix.sub_mul, Matrix.mul_sub, Matrix.smul_mul,
      Matrix.mul_smul, Matrix.one_mul, Matrix.mul_one] at h1 h2
    have e0 := congrArg (modeAmp u w) hX
    have e1 := congrArg (modeAmp u w) h1
    have e2 := congrArg (modeAmp u w) h2
    simp only [hadd, hsub, hsmul, hl, hr] at e0 e1 e2
    rw [hsub, hsub]
    have hf : ∀ e : ℂ, ((a : ℂ) + p) * (b + p) * ((modeFactor p a b : ℂ) * e) =
        (a - p) * (b - p) * e := by
      intro e
      simp only [modeFactor]
      push_cast
      field_simp
    apply mul_left_cancel₀ (mul_ne_zero hap hbp)
    rw [hf]
    -- eliminate the intermediate amplitude
    linear_combination ((a : ℂ) + p) * e2 + ((p : ℂ) - a) * e1 - 2 * (p : ℂ) * e0
```

The bound on the factor is the inequality from before, applied once to $a$ and once to $b$.

```lean
/-- For positive eigenvalues and a positive shift the damping factor has modulus below one. -/
theorem abs_modeFactor_lt_one {p a b : ℝ} (hp : 0 < p) (ha : 0 < a) (hb : 0 < b) :
    |modeFactor p a b| < 1 := by
  have h : ∀ x : ℝ, 0 < x → |(x - p) / (x + p)| < 1 := by
    intro x hx
    rw [abs_div, abs_of_pos (add_pos hx hp), div_lt_one (add_pos hx hp), abs_lt]
    constructor <;> linarith
  rw [modeFactor, abs_mul]
  nlinarith [h a ha, h b hb, abs_nonneg ((a - p) / (a + p)), abs_nonneg ((b - p) / (b + p))]
```

**Q.** Where do the eigenvectors come from?

**A.** From the spectral theorem. `PosDef` includes Hermiticity, so Mathlib provides a unitary eigenvector matrix, and positive definiteness makes the eigenvalues positive. Column `j` of `U` belongs to eigenvalue `a j`, and `Uᴴ` is the conjugate transpose.

```lean
/-- A positive definite matrix has an orthonormal basis of eigenvectors, the columns of `U`,
with positive eigenvalues. -/
theorem exists_eigenbasis {A : Matrix m m ℂ} (hA : A.PosDef) :
    ∃ (U : Matrix m m ℂ) (a : m → ℝ), (∀ j, 0 < a j) ∧ U * Uᴴ = 1 ∧
      ∀ j, A *ᵥ (fun i => U i j) = (a j : ℂ) • (fun i => U i j) := by
  refine ⟨(hA.isHermitian.eigenvectorUnitary : Matrix m m ℂ), hA.isHermitian.eigenvalues,
    hA.eigenvalues_pos,
    Matrix.mem_unitaryGroup_iff.mp hA.isHermitian.eigenvectorUnitary.2, fun j => ?_⟩
  ext i
  have h := congrFun (hA.isHermitian.mulVec_eigenvectorBasis j) i
  simpa [Matrix.mulVec, dotProduct, Matrix.IsHermitian.eigenvectorUnitary_apply] using h
```

The next theorem assembles the matrix limit. Its intermediate claim `key` says that $U^\dagger E_kW$ tends to zero, entry by entry. The continuous map $M\mapsto UMW^\dagger+X$ then carries this limit back to the iterates themselves.

```lean
/-- For positive definite `A`, `B` and `p > 0`, the ADI iterates converge from any start to
any given solution `X` of `A X + X B = C`. -/
theorem tendsto_of_solution {A : Matrix m m ℂ} {B : Matrix n n ℂ} (hA : A.PosDef)
    (hB : B.PosDef) {p : ℝ} (hp : 0 < p) {C X : Matrix m n ℂ} (hX : A * X + X * B = C)
    (X₀ : Matrix m n ℂ) :
    Tendsto (fun k => (adiStep A B C p)^[k] X₀) atTop (𝓝 X) := by
  obtain ⟨U, a, ha, hU, hAU⟩ := exists_eigenbasis hA
  obtain ⟨W, b, hb, hW, hBW⟩ := exists_eigenbasis hB
  -- in the eigenbases every entry of the error decays geometrically
  have key : Tendsto (fun k => Uᴴ * (((adiStep A B C p)^[k] X₀ - X) * W)) atTop (𝓝 0) := by
    refine tendsto_pi_nhds.2 fun i => tendsto_pi_nhds.2 fun j => ?_
    have hn : ‖(modeFactor p (a i) (b j) : ℂ)‖ < 1 := by
      rw [Complex.norm_real, Real.norm_eq_abs]
      exact abs_modeFactor_lt_one hp (ha i) (hb j)
    have h := (tendsto_pow_atTop_nhds_zero_of_norm_lt_one hn).mul_const
      (modeAmp (fun l => U l i) (fun l => W l j) (X₀ - X))
    rw [zero_mul] at h
    refine h.congr fun k => ?_
    rw [← modeAmp_error hA hB hp hX (ha i) (hb j) (hAU i) (hBW j) X₀ k]
    rfl
  -- transform back
  have hc : Continuous (fun M : Matrix m n ℂ => U * M * Wᴴ + X) :=
    ((continuous_const.matrix_mul continuous_id).matrix_mul continuous_const).add
      continuous_const
  have h := (hc.tendsto 0).comp key
  simp only [Matrix.mul_zero, Matrix.zero_mul, zero_add] at h
  refine h.congr fun k => ?_
  change U * (Uᴴ * (((adiStep A B C p)^[k] X₀ - X) * W)) * Wᴴ + X = _
  rw [← Matrix.mul_assoc U, hU, Matrix.one_mul, Matrix.mul_assoc, hW, Matrix.mul_one,
    sub_add_cancel]
```

**Q.** So what precisely does the main theorem promise?

**A.** For positive definite `A` and `B`, any `p > 0` and any `C`, there is a matrix `X` such that `X'` satisfies the equation if and only if `X' = X`. From every `X₀`, the sequence `(adiStep A B C p)^[k] X₀` tends to that `X`. The notation `^[k]` means $k$ repeated sweeps, so this is $X_k$ with $X_0$ as the start. `Tendsto` means convergence of every matrix entry, which in finite dimension is the same as convergence in any norm.

The proof defines the linear map `L`, gets injectivity by comparing two limits of the sequence started at zero, and obtains existence from `LinearMap.injective_iff_surjective`.

```lean
/-- **Convergence of ADI.** For Hermitian positive definite `A`, `B` and fixed `p > 0`, the
equation `A X + X B = C` has exactly one solution, and the ADI iterates converge to it from
every starting matrix. -/
theorem adi_converges {A : Matrix m m ℂ} {B : Matrix n n ℂ} (hA : A.PosDef) (hB : B.PosDef)
    {p : ℝ} (hp : 0 < p) (C : Matrix m n ℂ) :
    ∃ X : Matrix m n ℂ, (∀ X' : Matrix m n ℂ, A * X' + X' * B = C ↔ X' = X) ∧
      ∀ X₀, Tendsto (fun k => (adiStep A B C p)^[k] X₀) atTop (𝓝 X) := by
  let L : Matrix m n ℂ →ₗ[ℂ] Matrix m n ℂ :=
    { toFun := fun X => A * X + X * B
      map_add' := by
        intro X Y
        simp only [Matrix.mul_add, Matrix.add_mul]
        abel
      map_smul' := by
        intro c X
        simp only [Matrix.mul_smul, Matrix.smul_mul, smul_add, RingHom.id_apply] }
  -- two solutions are limits of the same sequence
  have hinj : Function.Injective L := by
    intro X Y h
    have h' : A * X + X * B = A * Y + Y * B := h
    exact tendsto_nhds_unique (tendsto_of_solution hA hB hp h' 0)
      (tendsto_of_solution hA hB hp rfl 0)
  obtain ⟨X, hX⟩ := LinearMap.injective_iff_surjective.mp hinj C
  have hX' : A * X + X * B = C := hX
  refine ⟨X, fun X' => ⟨fun h => hinj (h.trans hX'.symm), fun h => h ▸ hX'⟩,
    fun X₀ => tendsto_of_solution hA hB hp hX' X₀⟩
```

**Q.** Many texts write the equation as $AX-XB=C$, and many ADI codes change the shift from sweep to sweep.

**A.** The sign here is plus, so a text with the minus sign has $-B$ where this one has $B$. The shift is a single number, used in both solves and in every sweep; the theorem says nothing about shift sequences or about the best $p$. The matrix $C$ is also fixed, so a self-consistent response, where the induced potential depends on $X$, needs a further argument for its outer loop.

**Q.** And my program, which rounds?

**A.** The theorem does not cover that: it assumes both solves are exact, while yours carry rounding or iterative-solver errors.

**Q.** Give me a case I can check in my head.

**A.** Take one virtual and one occupied orbital, so that all matrices are numbers. The solution is $c/(a+b)$, where $a+b$ is the orbital energy difference; this is the familiar first-order coefficient. If you choose $p=a$, the second solve reads $X_1(b+a)=c$, and one sweep gives the answer from any start.

**Q.** What if I let the shift go to zero?

**A.** Then $r$ tends to one and each mode is damped less and less. At $p=0$, with $A$ and $B$ invertible, the first solve gives $AY=C-X_kB$. The second gives $X_{k+1}B=C-AY=X_kB$, so $X_{k+1}=X_k$. A start that is not already the solution never improves, so the condition $p>0$ cannot be relaxed to $p\ge0$. The last theorem proves that the sweep returns its input, by cancelling the two inverses.

```lean
/-- At zero shift, with `A` and `B` invertible, an ADI sweep returns its input unchanged. -/
theorem adiStep_zero_shift {A : Matrix m m ℂ} {B : Matrix n n ℂ} (hA : IsUnit A.det)
    (hB : IsUnit B.det) (C X : Matrix m n ℂ) : adiStep A B C 0 X = X := by
  simp only [adiStep, halfStep, Complex.ofReal_zero, zero_smul, add_zero, sub_zero]
  rw [← Matrix.mul_assoc, Matrix.mul_nonsing_inv _ hA, Matrix.one_mul, sub_sub_cancel,
    Matrix.mul_assoc, Matrix.mul_nonsing_inv _ hB, Matrix.mul_one]

end

end ADIIteration
```

```lean
#print axioms ADIIteration.adi_converges
#print axioms ADIIteration.adiStep_zero_shift
```

```
'ADIIteration.adi_converges' depends on axioms: [propext, Classical.choice, Quot.sound]
'ADIIteration.adiStep_zero_shift' depends on axioms: [propext, Classical.choice, Quot.sound]
```
